# Hastings' TEBD update gives the left site tensor without dividing by Schmidt values

After a two-site gate in time-evolving block decimation (TEBD), the block must be split back into two site tensors. If the split is made by a singular value decomposition of the block weighted by the Schmidt values of the left bond, the left factor carries that weight, and one way to remove it is to divide by those values. Dividing by small Schmidt values amplifies rounding errors. Hastings' update instead contracts the unweighted block with the conjugate of the new right tensor, whose rows are orthonormal. For one bond update with finite matrices and exact arithmetic, the two procedures give the same tensor when the weight is invertible.

## The block, its weight and the update

Let $s$ and $t$ label the physical states of the left and right sites. For each pair, $C^{(s,t)}$ is a complex matrix from the left bond to the right bond, and the square matrix $L$ acts on the left bond. In TEBD $L$ is the diagonal matrix of Schmidt values, but no diagonal form is assumed here. The weighted block is factorised as

$$L\,C^{(s,t)} = X^s V^t .$$

In Lean, the finite types `S` and `T` index the physical states, while `m`, `k` and `n` index the left, middle and right bonds. Their sizes may all differ.

```lean
import Mathlib

open Matrix

namespace TEBDHastingsUpdate

noncomputable section

variable {S T m k n : Type*} [Fintype S] [Fintype T] [Fintype m] [Fintype k] [Fintype n]
```

The right factor is required to be right-canonical, $\sum_t V^t V^{t\dagger} = 1$. Its rows, read over $t$ and the right bond together, are then orthonormal, as a singular value decomposition supplies them. Lean writes the adjoint as `ᴴ`.

```lean
/-- The site tensor `V` is right-canonical: `∑ t, V^t (V^t)ᴴ = 1`. -/
def RightCanonical [DecidableEq k] (V : T → Matrix k n ℂ) : Prop :=
  ∑ t, V t * (V t)ᴴ = 1
```

The update uses only the unweighted block and $V$:

$$B^s = \sum_t C^{(s,t)} V^{t\dagger}.$$

```lean
/-- Hastings' update of the left site tensor: the two-site block `C` is contracted with the
conjugate of the right site tensor `V`. -/
def hastingsUpdate (C : S → T → Matrix m n ℂ) (V : T → Matrix k n ℂ) (s : S) : Matrix m k ℂ :=
  ∑ t, C s t * (V t)ᴴ
```

To compare it with any other left tensor $B'$, take the weighted squared error

$$\sum_{s,t} \mathrm{Tr}\,\big[L(C^{(s,t)}-B'^sV^t)\big]\big[L(C^{(s,t)}-B'^sV^t)\big]^\dagger .$$

When the states attached to the two outer bonds are orthonormal, this is the squared norm of the error in the state.

```lean
/-- The squared error, weighted by the bond matrix `L`, made when the block `C^(s,t)` is replaced
by the product `B^s V^t`. -/
def blockError (L : Matrix m m ℂ) (C : S → T → Matrix m n ℂ) (V : T → Matrix k n ℂ)
    (B : S → Matrix m k ℂ) : ℝ :=
  ∑ s, (∑ t, (L * (C s t - B s * V t)) * (L * (C s t - B s * V t))ᴴ).trace.re
```

## Projection onto the retained states

The part of the block that the update misses is orthogonal to $V$:

$$\sum_t (C^{(s,t)}-B^sV^t)V^{t\dagger} = B^s - B^s\sum_t V^tV^{t\dagger} = 0.$$

```lean
omit [Fintype S] [Fintype m] in
/-- For right-canonical `V`, the part of the block missed by the updated tensor is orthogonal to
`V`. -/
theorem residual_orthogonal [DecidableEq k] (C : S → T → Matrix m n ℂ) (V : T → Matrix k n ℂ)
    (hV : RightCanonical V) (s : S) :
    ∑ t, (C s t - hastingsUpdate C V s * V t) * (V t)ᴴ = 0 := by
  have hV' : ∑ t, V t * (V t)ᴴ = 1 := hV
  simp only [Matrix.sub_mul, Matrix.mul_assoc, Finset.sum_sub_distrib]
  rw [← Matrix.mul_sum, hV', Matrix.mul_one]
  exact sub_self _
```

Truncation adds a discarded part $R^{(s,t)}$, so that $L C^{(s,t)} = X^sV^t + R^{(s,t)}$. The condition $\sum_t R^{(s,t)}V^{t\dagger}=0$ says that discarded and retained right singular vectors are orthogonal. It is a hypothesis, `hR`, and no singular value decomposition is constructed. Multiplying by $V^{t\dagger}$ and summing gives, even for singular $L$,

$$L B^s = X^s\sum_t V^tV^{t\dagger} + \sum_t R^{(s,t)}V^{t\dagger} = X^s .$$

```lean
omit [Fintype S] in
/-- For any bond matrix `L`, singular or not, multiplying the updated tensor by `L` gives the
retained factor `X^s`, when `L C^(s,t) = X^s V^t + R^(s,t)` with `V` right-canonical and the
discarded part `R` orthogonal to `V`. -/
theorem bond_mul_update [DecidableEq k] (L : Matrix m m ℂ) (C R : S → T → Matrix m n ℂ)
    (X : S → Matrix m k ℂ) (V : T → Matrix k n ℂ) (hV : RightCanonical V)
    (h : ∀ s t, L * C s t = X s * V t + R s t) (hR : ∀ s, ∑ t, R s t * (V t)ᴴ = 0) (s : S) :
    L * hastingsUpdate C V s = X s := by
  have hV' : ∑ t, V t * (V t)ᴴ = 1 := hV
  calc L * hastingsUpdate C V s
      = ∑ t, (X s * (V t * (V t)ᴴ) + R s t * (V t)ᴴ) := by
        rw [hastingsUpdate, Matrix.mul_sum]
        refine Finset.sum_congr rfl fun t _ => ?_
        rw [← Matrix.mul_assoc, h s t, Matrix.add_mul, Matrix.mul_assoc]
    _ = X s := by
        rw [Finset.sum_add_distrib, ← Matrix.mul_sum, hV', hR s, Matrix.mul_one, add_zero]
```

The `calc` block has these same two stages: substitute the factorisation, then use the two sums.

If $L$ is invertible, $B^s=L^{-1}X^s$. Moreover,

$$L(C^{(s,t)}-B^sV^t)=X^sV^t+R^{(s,t)}-X^sV^t=R^{(s,t)},$$

so $C^{(s,t)}-B^sV^t=L^{-1}R^{(s,t)}$. The inverse appears in this identity, not in the computation of $B^s$.

```lean
omit [Fintype S] in
/-- If `L C^(s,t) = X^s V^t + R^(s,t)` with `L` invertible, `V` right-canonical and the discarded
part `R` orthogonal to `V`, the updated tensor is `L⁻¹ X^s`, and the block differs from `B^s V^t` by
`L⁻¹` times the discarded part. -/
theorem truncated_update [DecidableEq k] [DecidableEq m] (L : Matrix m m ℂ) (hL : IsUnit L.det)
    (C R : S → T → Matrix m n ℂ) (X : S → Matrix m k ℂ) (V : T → Matrix k n ℂ)
    (hV : RightCanonical V) (h : ∀ s t, L * C s t = X s * V t + R s t)
    (hR : ∀ s, ∑ t, R s t * (V t)ᴴ = 0) (s : S) :
    hastingsUpdate C V s = L⁻¹ * X s ∧
      ∀ t, C s t - hastingsUpdate C V s * V t = L⁻¹ * R s t := by
  have hB := bond_mul_update L C R X V hV h hR s
  constructor
  · rw [← hB, ← Matrix.mul_assoc, Matrix.nonsing_inv_mul L hL, Matrix.one_mul]
  · intro t
    -- the bond matrix maps the residual to the discarded part
    have hres : L * (C s t - hastingsUpdate C V s * V t) = R s t := by
      rw [Matrix.mul_sub, h s t, ← Matrix.mul_assoc, hB, add_sub_cancel_left]
    rw [← hres, ← Matrix.mul_assoc, Matrix.nonsing_inv_mul L hL, Matrix.one_mul]
```

Invertibility enters as `IsUnit L.det`, and `hres` is the displayed identity for the residual.

## The exact split

With nothing discarded, $R=0$, and therefore

$$B^s=L^{-1}X^s,\qquad B^sV^t=C^{(s,t)}.$$

```lean
omit [Fintype S] in
/-- Hastings' update: if `L C^(s,t) = X^s V^t` with `L` invertible and `V` right-canonical, the
contraction `B^s = ∑ t, C^(s,t) (V^t)ᴴ` equals `L⁻¹ X^s`, and `B^s V^t = C^(s,t)`. -/
theorem hastings_update [DecidableEq k] [DecidableEq m] (L : Matrix m m ℂ) (hL : IsUnit L.det)
    (C : S → T → Matrix m n ℂ) (X : S → Matrix m k ℂ) (V : T → Matrix k n ℂ)
    (hV : RightCanonical V) (h : ∀ s t, L * C s t = X s * V t) (s : S) :
    hastingsUpdate C V s = L⁻¹ * X s ∧ ∀ t, hastingsUpdate C V s * V t = C s t := by
  -- nothing is discarded
  obtain ⟨h1, h2⟩ := truncated_update L hL C (fun _ _ => 0) X V hV
    (fun s t => by rw [h s t, add_zero]) (fun s => by simp) s
  refine ⟨h1, fun t => ?_⟩
  have h3 := h2 t
  rw [Matrix.mul_zero] at h3
  exact (sub_eq_zero.mp h3).symm
```

The proof applies the truncated result with the zero function for $R$.

The same argument read from right to left has a mirror image, which is not formalised here. If $C^{(s,t)}L=U^sY^t$ with $L$ now an invertible matrix on the right bond and $\sum_s U^{s\dagger}U^s=1$, then $\sum_s U^{s\dagger}C^{(s,t)}=Y^tL^{-1}$.

The new left tensor is also right-canonical if $\sum_{s,t}C^{(s,t)}C^{(s,t)\dagger}=1$. This condition holds when a unitary gate acts on two right-canonical site tensors; a non-unitary gate, as in imaginary time, generally breaks it. Inserting $C^{(s,t)}=B^sV^t$ gives

$$1=\sum_{s,t}B^sV^tV^{t\dagger}B^{s\dagger}=\sum_s B^sB^{s\dagger}.$$

```lean
/-- If `L C^(s,t) = X^s V^t` with `L` invertible and `V` right-canonical, and the two-site block
satisfies `∑ s t, C^(s,t) (C^(s,t))ᴴ = 1`, the updated tensor is right-canonical. -/
theorem update_rightCanonical [DecidableEq k] [DecidableEq m] (L : Matrix m m ℂ)
    (hL : IsUnit L.det) (C : S → T → Matrix m n ℂ) (X : S → Matrix m k ℂ) (V : T → Matrix k n ℂ)
    (hV : RightCanonical V) (h : ∀ s t, L * C s t = X s * V t)
    (hC : ∑ s, ∑ t, C s t * (C s t)ᴴ = 1) : RightCanonical (hastingsUpdate C V) := by
  have hV' : ∑ t, V t * (V t)ᴴ = 1 := hV
  unfold RightCanonical
  rw [← hC]
  refine Finset.sum_congr rfl fun s _ => ?_
  have hs := (hastings_update L hL C X V hV h s).2
  symm
  calc ∑ t, C s t * (C s t)ᴴ
      = ∑ t, hastingsUpdate C V s * (V t * (V t)ᴴ) * (hastingsUpdate C V s)ᴴ := by
        refine Finset.sum_congr rfl fun t _ => ?_
        rw [← hs t, Matrix.conjTranspose_mul]
        simp only [Matrix.mul_assoc]
    _ = hastingsUpdate C V s * (hastingsUpdate C V s)ᴴ := by
        rw [← Matrix.sum_mul, ← Matrix.mul_sum, hV', Matrix.mul_one]
```

This statement covers the exact split, not the truncated one.

## Least weighted error for a fixed right tensor

Let $B'$ be any competing left tensor. Set $E^t=L(C^{(s,t)}-B^sV^t)$ and $F=L(B^s-B'^s)$ at fixed $s$. Then $L(C^{(s,t)}-B'^sV^t)=E^t+FV^t$. Since $\sum_tE^tV^{t\dagger}=0$, and likewise for its adjoint, the cross terms vanish:

$$\sum_t(E^t+FV^t)(E^t+FV^t)^\dagger=\sum_tE^tE^{t\dagger}+FF^\dagger .$$

The trace of $FF^\dagger$ is $\sum_{ij}|F_{ij}|^2\ge0$. Summing over $s$ shows that $B$ has the least error for this $V$, whatever $L$ is. The choice of $V$ itself is not optimised.

```lean
/-- For a fixed right-canonical `V` and any bond matrix `L`, no choice of left tensor `B` gives a
smaller weighted error than Hastings' update. -/
theorem update_optimal [DecidableEq k] (L : Matrix m m ℂ) (C : S → T → Matrix m n ℂ)
    (V : T → Matrix k n ℂ) (hV : RightCanonical V) (B : S → Matrix m k ℂ) :
    blockError L C V (hastingsUpdate C V) ≤ blockError L C V B := by
  have hV' : ∑ t, V t * (V t)ᴴ = 1 := hV
  refine Finset.sum_le_sum fun s _ => ?_
  set E : T → Matrix m n ℂ := fun t => L * (C s t - hastingsUpdate C V s * V t) with hE
  set F : Matrix m k ℂ := L * (hastingsUpdate C V s - B s) with hF
  have hEV : ∑ t, E t * (V t)ᴴ = 0 := by
    simp only [hE, Matrix.mul_assoc]
    rw [← Matrix.mul_sum, residual_orthogonal C V hV s, Matrix.mul_zero]
  have hVE : ∑ t, V t * (E t)ᴴ = 0 := by
    have h := congrArg Matrix.conjTranspose hEV
    simpa [Matrix.conjTranspose_sum, Matrix.conjTranspose_mul] using h
  have hsplit : ∀ t, L * (C s t - B s * V t) = E t + F * V t := by
    intro t
    simp only [hE, hF, Matrix.mul_sub, Matrix.sub_mul, Matrix.mul_assoc]
    abel
  -- Pythagoras: the cross terms vanish by orthogonality
  have hpyth : ∑ t, (L * (C s t - B s * V t)) * (L * (C s t - B s * V t))ᴴ
      = ∑ t, E t * (E t)ᴴ + F * Fᴴ := by
    calc _ = ∑ t, (E t * (E t)ᴴ + E t * (V t)ᴴ * Fᴴ + F * (V t * (E t)ᴴ)
          + F * (V t * (V t)ᴴ) * Fᴴ) := by
          refine Finset.sum_congr rfl fun t _ => ?_
          rw [hsplit t]
          simp only [Matrix.conjTranspose_add, Matrix.conjTranspose_mul, Matrix.add_mul,
            Matrix.mul_add, Matrix.mul_assoc]
          abel
      _ = _ := by
          simp only [Finset.sum_add_distrib]
          rw [← Matrix.sum_mul, ← Matrix.mul_sum, ← Matrix.sum_mul, ← Matrix.mul_sum,
            hEV, hVE, hV', Matrix.zero_mul, Matrix.mul_zero, Matrix.mul_one, add_zero, add_zero]
  have hpos : 0 ≤ (F * Fᴴ).trace.re := by
    simp only [Matrix.trace, Matrix.diag_apply, Matrix.mul_apply, Matrix.conjTranspose_apply,
      Complex.re_sum]
    refine Finset.sum_nonneg fun i _ => Finset.sum_nonneg fun j _ => ?_
    rw [Complex.star_def, Complex.mul_conj, Complex.ofReal_re]
    exact Complex.normSq_nonneg _
  rw [hpyth, Matrix.trace_add, Complex.add_re]
  exact le_add_of_nonneg_right hpos
```

The competitor $B'$ is called `B` in the code. There `hEV` and `hVE` remove the cross terms, `hpyth` is the Pythagoras identity, and `hpos` is the positivity of the last trace.

## Two unequal Schmidt values

Take $L=\mathrm{diag}(4/5,3/5)$, whose squared entries sum to one.

```lean
/-- A bond matrix with the two Schmidt values `4/5` and `3/5`. -/
def bondEx : Matrix (Fin 2) (Fin 2) ℂ := !![4/5, 0; 0, 3/5]
```

The right tensor has $V^0=\begin{pmatrix}1&0\\0&0\end{pmatrix}$ and $V^1=\begin{pmatrix}0&0\\1&0\end{pmatrix}$. The products $V^tV^{t\dagger}$ are $\mathrm{diag}(1,0)$ and $\mathrm{diag}(0,1)$, which add to the identity.

```lean
/-- A right site tensor with two physical states. -/
def rightEx : Fin 2 → Matrix (Fin 2) (Fin 2) ℂ := ![!![1, 0; 0, 0], !![0, 0; 1, 0]]
```

The left factors are

$$X^0=\begin{pmatrix}12/25&0\\0&9/25\end{pmatrix},\qquad X^1=\begin{pmatrix}0&16/25\\12/25&0\end{pmatrix}.$$

```lean
/-- A left factor with two physical states. -/
def leftEx : Fin 2 → Matrix (Fin 2) (Fin 2) ℂ :=
  ![!![12/25, 0; 0, 9/25], !![0, 16/25; 12/25, 0]]
```

Contracting the block below with $V$ gives

$$B^0=\tfrac35\begin{pmatrix}1&0\\0&1\end{pmatrix},\qquad B^1=\tfrac45\begin{pmatrix}0&1\\1&0\end{pmatrix}.$$

Multiplication by $L$ returns $X^0$ and $X^1$, and $B^0B^{0\dagger}+B^1B^{1\dagger}=(9/25+16/25)\,1=1$.

```lean
/-- A two-site block with two physical states on each site. -/
def blockEx : Fin 2 → Fin 2 → Matrix (Fin 2) (Fin 2) ℂ :=
  ![![!![3/5, 0; 0, 0], !![0, 0; 3/5, 0]], ![!![0, 0; 4/5, 0], !![4/5, 0; 0, 0]]]
```

The next theorem checks the hypotheses of the exact update and of its right-canonical form: invertibility of $L$ from its determinant, and the matrix identities entry by entry.

```lean
/-- The explicit two-site example meets all hypotheses of the exact update and of its
right-canonical form. -/
theorem hastings_update_witness :
    IsUnit bondEx.det ∧ RightCanonical rightEx ∧
      (∀ s t, bondEx * blockEx s t = leftEx s * rightEx t) ∧
      ∑ s, ∑ t, blockEx s t * (blockEx s t)ᴴ = 1 := by
  refine ⟨?_, ?_, ?_, ?_⟩
  · rw [isUnit_iff_ne_zero, bondEx, Matrix.det_fin_two_of]
    norm_num
  · unfold RightCanonical
    ext i j
    simp only [Matrix.sum_apply, Matrix.mul_apply, Matrix.conjTranspose_apply,
      Fin.sum_univ_two]
    fin_cases i <;> fin_cases j <;> simp [rightEx]
  · intro s t
    ext i j
    fin_cases s <;> fin_cases t <;> fin_cases i <;> fin_cases j <;>
      simp [bondEx, blockEx, leftEx, rightEx, Matrix.mul_apply, Fin.sum_univ_succ] <;> norm_num
  · ext i j
    simp only [Matrix.sum_apply, Matrix.mul_apply, Matrix.conjTranspose_apply,
      Matrix.add_apply, Fin.sum_univ_two]
    fin_cases i <;> fin_cases j <;> simp [blockEx] <;> norm_num
```

## A vanishing Schmidt value

Now let $L=\mathrm{diag}(1,0)$, with one state on the left site and two on the right. The block has $C^{(0,0)}=(1,0)^T$ and $C^{(0,1)}=(0,1)^T$.

```lean
/-- A two-site block with a single state on the left site and two on the right site. -/
def singularBlock : Fin 1 → Fin 2 → Matrix (Fin 2) (Fin 1) ℂ := fun _ => ![!![1; 0], !![0; 1]]
```

The middle and right bonds have dimension one, with $V^0=1$ and $V^1=0$.

```lean
/-- A right site tensor with bond dimension one. -/
def singularRight : Fin 2 → Matrix (Fin 1) (Fin 1) ℂ := ![!![1], !![0]]
```

With $X^0=(1,0)^T$ the factorisation holds, because $L$ annihilates $C^{(0,1)}$. The update gives $B^0=(1,0)^T$, so $B^0V^1=0\ne C^{(0,1)}$. The weighted block is reproduced, but the component of $C$ that $L$ removes is lost.

```lean
/-- With the singular bond matrix `diag(1, 0)` the factorisation `L C^(s,t) = X^s V^t` can hold
with `V` right-canonical while `B^s V^t` differs from `C^(s,t)`. -/
theorem singular_bond_counterexample :
    RightCanonical singularRight ∧
      (∀ s t, (!![1, 0; 0, 0] : Matrix (Fin 2) (Fin 2) ℂ) * singularBlock s t
        = (!![1; 0] : Matrix (Fin 2) (Fin 1) ℂ) * singularRight t) ∧
      hastingsUpdate singularBlock singularRight 0 * singularRight 1 ≠ singularBlock 0 1 := by
  refine ⟨?_, ?_, ?_⟩
  · unfold RightCanonical
    ext i j
    simp only [Matrix.sum_apply, Matrix.mul_apply, Matrix.conjTranspose_apply,
      Fin.sum_univ_two]
    fin_cases i
    fin_cases j
    simp [singularRight]
  · intro s t
    ext i j
    fin_cases t <;> fin_cases i <;> fin_cases j <;>
      simp [singularBlock, singularRight, Matrix.mul_apply, Fin.sum_univ_succ]
  · intro h
    have h10 := congrFun (congrFun h 1) 0
    simp [singularBlock, singularRight, Matrix.mul_apply] at h10

end

end TEBDHastingsUpdate
```

The final step compares the lower entries of the two vectors, which are $0$ and $1$.

```lean
#print axioms TEBDHastingsUpdate.update_rightCanonical
-- 'TEBDHastingsUpdate.update_rightCanonical' depends on axioms: [propext, Classical.choice, Quot.sound]
#print axioms TEBDHastingsUpdate.update_optimal
-- 'TEBDHastingsUpdate.update_optimal' depends on axioms: [propext, Classical.choice, Quot.sound]
#print axioms TEBDHastingsUpdate.singular_bond_counterexample
-- 'TEBDHastingsUpdate.singular_bond_counterexample' depends on axioms: [propext, Classical.choice, Quot.sound]
```
